# The implicit midpoint rule brings an undriven, damped Lorentz oscillator to rest at every positive step size

In a time-domain calculation of the optical response of a material, one has to choose a time step for the induced dipole. If the dipole is a single Lorentz oscillator with positive damping and resonance frequency, advanced by the implicit midpoint rule under a prescribed force, stability sets no upper limit on that step. Accuracy still does: a large step can represent the oscillation badly even though it decays.

The oscillator stands for a bound charge with displacement $x$ and velocity $v$. It obeys

$$x'=v,\qquad v'=E-w_0^2x-gv .$$

Here $w_0$ is the resonance frequency, usually written $\omega_0$, and represents the restoring force that binds the charge. The constant $g$, often written $\gamma$, is the damping rate and represents energy lost to radiation or collisions. The letter $E$ denotes the driving force per unit mass, not the electric field itself.

```lean
import Mathlib

open Filter Topology

namespace LorentzMidpoint

noncomputable section
```

A state is a pair $s=(x_s,v_s)$ of real numbers, in Lean an element of `ℝ × ℝ` with components `s.1` and `s.2`. The right-hand side of the equations of motion is a vector field $F$ on such pairs.

```lean
/-- The Lorentz oscillator as a vector field on states (position, velocity): `x' = v`,
`v' = E - w₀² x - g v`, with `E` the driving force per unit mass. -/
def lorentzField (g w₀ E : ℝ) (s : ℝ × ℝ) : ℝ × ℝ :=
  (s.2, E - w₀ ^ 2 * s.1 - g * s.2)
```

A step of size $h$ from $s$ to $t$ satisfies $t=s+hF\big(\tfrac12(s+t)\big)$. The unknown $t$ is on both sides, so `IsMidpointStep` is a relation between two states and not a recipe for computing the second. It takes the implicit equation to be solved without error, and $E$ is one number for the whole step.

```lean
/-- The state `t` follows `s` by one implicit midpoint step of size `h`: the vector field is
evaluated at the mean of the old and the new state. -/
def IsMidpointStep (h g w₀ E : ℝ) (s t : ℝ × ℝ) : Prop :=
  t = s + h • lorentzField g w₀ E ((1 / 2 : ℝ) • (s + t))
```

Write $m_{st}=(v_s+v_t)/2$ for the midpoint velocity.

```lean
/-- The midpoint velocity of a step from `s` to `t`. -/
def midVel (s t : ℝ × ℝ) : ℝ := (s.2 + t.2) / 2
```

The energy per unit mass is $U(s)=(v_s^2+w_0^2x_s^2)/2$.

```lean
/-- The oscillator energy per unit mass, `(v² + w₀² x²) / 2`. -/
def energy (w₀ : ℝ) (s : ℝ × ℝ) : ℝ := (s.2 ^ 2 + w₀ ^ 2 * s.1 ^ 2) / 2
```

## (a) The step in components

Show that $t$ follows $s$ by a midpoint step exactly when

$$x_t-x_s=h\,m_{st},\qquad v_t-v_s=h\Big(E-w_0^2\,\frac{x_s+x_t}{2}-g\,m_{st}\Big).$$

**Solution.** The mean state is $\big(\tfrac12(x_s+x_t),\,m_{st}\big)$. Insert it into $F$, multiply by $h$, and compare components with $t-s$.

In Lean, `Prod.ext_iff` splits the equation between pairs into two scalar equations, and `linear_combination` rearranges each of them in both directions.

```lean
/-- The midpoint step written out as one equation for the position and one for the velocity. -/
theorem isMidpointStep_iff (h g w₀ E : ℝ) (s t : ℝ × ℝ) :
    IsMidpointStep h g w₀ E s t ↔
      t.1 - s.1 = h * midVel s t ∧
      t.2 - s.2 = h * (E - w₀ ^ 2 * ((s.1 + t.1) / 2) - g * midVel s t) := by
  unfold IsMidpointStep midVel
  rw [Prod.ext_iff]
  simp only [lorentzField, Prod.fst_add, Prod.snd_add, Prod.smul_fst, Prod.smul_snd,
    smul_eq_mul]
  constructor
  · rintro ⟨a, b⟩
    exact ⟨by linear_combination a, by linear_combination b⟩
  · rintro ⟨a, b⟩
    exact ⟨by linear_combination a, by linear_combination b⟩
```

## (b) Each state has one successor

For $h,g\ge0$, show that the implicit equation has exactly one solution $t$, with midpoint velocity $m$ fixed by

$$m\Big(2+hg+\frac{h^2w_0^2}{2}\Big)=2v_s+h(E-w_0^2x_s).$$

**Solution.** By (a) and the definition of $m$, any solution has $x_t=x_s+hm$ and $v_t=2m-v_s$. The velocity equation becomes

$$2m-2v_s=h\Big(E-w_0^2x_s-\frac{hw_0^2}{2}m-gm\Big),$$

which is the target. The bracket multiplying $m$ is at least 2, so $m$ exists and is unique, and it determines $t$. Conversely, the $t$ built from this $m$ satisfies both equations in (a).

The symbol `∃!` means that there is exactly one such $t$. The proof obtains `m` by division, checks the resulting state, and then shows that any other solution has the same midpoint velocity. Taking successors repeatedly gives a trajectory from any initial state, so the sequences assumed below exist.

```lean
/-- For non-negative step size and damping, the implicit equation has exactly one solution:
each state has a unique successor. -/
theorem existsUnique_step {h g : ℝ} (hh : 0 ≤ h) (hg : 0 ≤ g) (w₀ E : ℝ) (s : ℝ × ℝ) :
    ∃! t, IsMidpointStep h g w₀ E s t := by
  have hD : 0 < 2 + h * g + h ^ 2 * w₀ ^ 2 / 2 := by positivity
  -- the midpoint velocity solves a scalar linear equation
  obtain ⟨m, hm⟩ : ∃ m : ℝ, m * (2 + h * g + h ^ 2 * w₀ ^ 2 / 2)
      = 2 * s.2 + h * (E - w₀ ^ 2 * s.1) := ⟨_ / _, div_mul_cancel₀ _ hD.ne'⟩
  refine ⟨(s.1 + h * m, 2 * m - s.2), (isMidpointStep_iff _ _ _ _ _ _).2 ⟨?_, ?_⟩, ?_⟩
  · simp only [midVel]
    ring
  · simp only [midVel]
    linear_combination hm
  · intro t ht
    obtain ⟨a, b⟩ := (isMidpointStep_iff _ _ _ _ _ _).1 ht
    have h1 : midVel s t * (2 + h * g + h ^ 2 * w₀ ^ 2 / 2)
        = 2 * s.2 + h * (E - w₀ ^ 2 * s.1) := by
      unfold midVel at *
      linear_combination b - h * w₀ ^ 2 / 2 * a
    have h2 : midVel s t = m := mul_right_cancel₀ hD.ne' (h1.trans hm.symm)
    rw [h2] at a
    unfold midVel at h2
    refine Prod.ext ?_ ?_
    · show t.1 = s.1 + h * m
      linear_combination a
    · show t.2 = 2 * m - s.2
      linear_combination 2 * h2
```

## (c) Work and friction in one step

Show that every midpoint step satisfies

$$U(t)-U(s)=hE\,m_{st}-hg\,m_{st}^2 .$$

**Solution.** Put $X=(x_s+x_t)/2$. Factor the differences of squares and use (a):

$$\begin{aligned}
U(t)-U(s)&=m_{st}(v_t-v_s)+w_0^2X(x_t-x_s)\\
&=h\,m_{st}(E-w_0^2X-g\,m_{st})+h\,w_0^2X\,m_{st}.
\end{aligned}$$

The terms with $X$ cancel. The first remaining term is the work of the drive, the second the friction loss.

The Lean proof is the same sum: the coefficients in `linear_combination` are $m_{st}$ for the velocity equation and $w_0^2X$ for the position equation. No signs are assumed.

```lean
/-- Discrete energy balance: in one step the energy changes by the work of the driving force
minus the friction loss, both evaluated with the midpoint velocity. -/
theorem energy_balance {h g w₀ E : ℝ} {s t : ℝ × ℝ} (hst : IsMidpointStep h g w₀ E s t) :
    energy w₀ t - energy w₀ s = h * E * midVel s t - h * g * midVel s t ^ 2 := by
  obtain ⟨a, b⟩ := (isMidpointStep_iff _ _ _ _ _ _).1 hst
  unfold energy midVel at *
  linear_combination (s.2 + t.2) / 2 * b + w₀ ^ 2 * ((s.1 + t.1) / 2) * a
```

## (d) The midpoint velocity dies out

Let $s_n=(x_n,v_n)$, $n=0,1,2,\dots$, be a trajectory with $E=0$, and let $m_n=(v_n+v_{n+1})/2$. For $h,g>0$, show that

$$\lim_{n\to\infty}m_n=0 .$$

**Solution.** By (c), $U(s_n)-U(s_{n+1})=hg\,m_n^2\ge0$. The energies therefore decrease, and they are bounded below by 0, so they converge to some $L$. Then

$$m_n^2=\frac{U(s_n)-U(s_{n+1})}{hg}\longrightarrow\frac{L-L}{hg}=0,$$

and hence $|m_n|\to0$.

The Mathlib theorem that carries this argument is `tendsto_atTop_ciInf`. Given that a real sequence is decreasing (`anti`) and bounded below (`bdd`), it returns convergence to the infimum of the sequence. Nobody has to know that infimum. The proof composes the limit with the shift $n\mapsto n+1$ to get the same limit for $U(s_{n+1})$, subtracts, and `sub_self` removes the unknown value. A square root then turns $m_n^2\to0$ into $|m_n|\to0$.

```lean
/-- For positive step size and damping and no drive, the midpoint velocities tend to zero. -/
theorem midVel_tendsto_zero {h g w₀ : ℝ} (hh : 0 < h) (hg : 0 < g) {s : ℕ → ℝ × ℝ}
    (hs : ∀ n, IsMidpointStep h g w₀ 0 (s n) (s (n + 1))) :
    Tendsto (fun n => midVel (s n) (s (n + 1))) atTop (𝓝 0) := by
  have hstep : ∀ n, energy w₀ (s n) - energy w₀ (s (n + 1))
      = h * g * midVel (s n) (s (n + 1)) ^ 2 := fun n => by
    linear_combination -energy_balance (hs n)
  -- the energy decreases and is bounded below, hence converges
  have anti : Antitone (fun n => energy w₀ (s n)) := antitone_nat_of_succ_le fun n => by
    have h1 := hstep n
    have h2 : 0 ≤ h * g * midVel (s n) (s (n + 1)) ^ 2 := by positivity
    linarith
  have bdd : BddBelow (Set.range fun n => energy w₀ (s n)) := by
    refine ⟨0, ?_⟩
    rintro _ ⟨n, rfl⟩
    show 0 ≤ energy w₀ (s n)
    unfold energy
    positivity
  have hL := tendsto_atTop_ciInf anti bdd
  have hd := (hL.sub (hL.comp (tendsto_add_atTop_nat 1))).div_const (h * g)
  rw [sub_self, zero_div] at hd
  -- so the loss per step, and with it the midpoint velocity, vanishes in the limit
  have hsq : Tendsto (fun n => midVel (s n) (s (n + 1)) ^ 2) atTop (𝓝 0) :=
    hd.congr fun n => by
      show (energy w₀ (s n) - energy w₀ (s (n + 1))) / (h * g) = _
      rw [hstep n, mul_div_cancel_left₀ _ (mul_pos hh hg).ne']
  have habs := hsq.sqrt
  simp only [Real.sqrt_sq_eq_abs, Real.sqrt_zero] at habs
  exact (tendsto_zero_iff_abs_tendsto_zero _).2 habs
```

## (e) The state recovered from two midpoint velocities

A vanishing midpoint velocity alone leaves room for a displaced position or a velocity that alternates in sign. For two successive undriven steps $s\to t\to u$, write $p=m_{st}$, $q=m_{tu}$ and $A=1+\frac{hg}{2}+\frac{h^2w_0^2}{4}$. Show that

$$hw_0^2x_s=\Big(1-\frac{hg}{2}-\frac{3h^2w_0^2}{4}\Big)p-A\,q,\qquad v_s=A\,p+\frac{hw_0^2}{2}x_s .$$

**Solution.** The mean positions in the two steps are $x_s+\frac h2p$ and $x_s+hp+\frac h2q$. Half the sum of the two velocity equations has left side $(v_u-v_s)/2=q-p$, so

$$q-p=-hw_0^2x_s-\frac{h^2w_0^2}{4}(3p+q)-\frac{hg}{2}(p+q).$$

Solving for $hw_0^2x_s$ gives the first formula. For the second, use the first step alone:

$$v_s=p-\frac{v_t-v_s}{2}=p+\frac{hw_0^2}{2}\Big(x_s+\frac h2p\Big)+\frac{hg}{2}p .$$

The two `linear_combination` lines take the same combinations. The identities hold for all real parameters, but the first fixes $x_s$ only if $hw_0^2\ne0$.

```lean
/-- Without drive, two successive midpoint velocities determine the position (when `h` and `w₀`
are non-zero) and the velocity at the start of the first step. -/
theorem state_from_midVel {h g w₀ : ℝ} {s t u : ℝ × ℝ}
    (hst : IsMidpointStep h g w₀ 0 s t) (htu : IsMidpointStep h g w₀ 0 t u) :
    h * w₀ ^ 2 * s.1 = (1 - h * g / 2 - 3 * h ^ 2 * w₀ ^ 2 / 4) * midVel s t
        - (1 + h * g / 2 + h ^ 2 * w₀ ^ 2 / 4) * midVel t u ∧
      s.2 = (1 + h * g / 2 + h ^ 2 * w₀ ^ 2 / 4) * midVel s t + h * w₀ ^ 2 / 2 * s.1 := by
  obtain ⟨a, b⟩ := (isMidpointStep_iff _ _ _ _ _ _).1 hst
  obtain ⟨c, d⟩ := (isMidpointStep_iff _ _ _ _ _ _).1 htu
  unfold midVel at *
  constructor
  · linear_combination (1 / 2) * b + (1 / 2) * d - h * w₀ ^ 2 / 4 * (3 * a + c)
  · linear_combination (-1 / 2) * b + h * w₀ ^ 2 / 4 * a
```

## (f) Exact energy loss and decay to rest

For $h,g,w_0>0$ and $E=0$, show that every trajectory satisfies

$$U(s_{n+1})=U(s_n)-hg\,m_n^2\ \text{ for all }n,\qquad \lim_{n\to\infty}s_n=(0,0).$$

**Solution.** The first statement is (c) with $E=0$. For the second, apply (e) to the steps $n$ and $n+1$, with $p=m_n$ and $q=m_{n+1}$. Both tend to 0 by (d), so $hw_0^2x_n\to0$. Division by $hw_0^2$ gives $x_n\to0$, and the formula for the velocity gives $v_n\to0$.

In the theorem, `hs` says that each member of the sequence follows the previous one by an undriven step. `Tendsto s atTop (𝓝 (0, 0))` is convergence of the pair as $n\to\infty$; the proof establishes `hx` and `hv` separately and joins them. No rate of decay is stated.

The restoring force is needed. With $w_0=0$, the constant sequence $s_n=(1,0)$ satisfies every undriven step, because its velocity and the force both vanish, and it never approaches the origin. This rules out $w_0=0$; the sign of $w_0$ has no effect, since only $w_0^2$ enters.

```lean
/-- Unconditional stability: for all positive `h`, `g`, `w₀`, each undriven midpoint step lowers
the energy by exactly `h g` times the squared midpoint velocity, and every trajectory tends to
rest at the origin. -/
theorem unconditionally_stable {h g w₀ : ℝ} (hh : 0 < h) (hg : 0 < g) (hw : 0 < w₀)
    {s : ℕ → ℝ × ℝ} (hs : ∀ n, IsMidpointStep h g w₀ 0 (s n) (s (n + 1))) :
    (∀ n, energy w₀ (s (n + 1))
      = energy w₀ (s n) - h * g * midVel (s n) (s (n + 1)) ^ 2) ∧
    Tendsto s atTop (𝓝 (0, 0)) := by
  refine ⟨fun n => by linear_combination energy_balance (hs n), ?_⟩
  have hm := midVel_tendsto_zero hh hg hs
  have hm1 : Tendsto (fun n => midVel (s (n + 1)) (s (n + 1 + 1))) atTop (𝓝 0) :=
    hm.comp (tendsto_add_atTop_nat 1)
  have hne : h * w₀ ^ 2 ≠ 0 := by positivity
  -- position and velocity are linear in midpoint velocities that die out
  have hx : Tendsto (fun n => (s n).1) atTop (𝓝 0) := by
    have t := ((hm.const_mul (1 - h * g / 2 - 3 * h ^ 2 * w₀ ^ 2 / 4)).sub
      (hm1.const_mul (1 + h * g / 2 + h ^ 2 * w₀ ^ 2 / 4))).div_const (h * w₀ ^ 2)
    rw [mul_zero, mul_zero, sub_zero, zero_div] at t
    refine t.congr fun n => ?_
    rw [← (state_from_midVel (hs n) (hs (n + 1))).1, mul_div_cancel_left₀ _ hne]
  have hv : Tendsto (fun n => (s n).2) atTop (𝓝 0) := by
    have t := (hm.const_mul (1 + h * g / 2 + h ^ 2 * w₀ ^ 2 / 4)).add
      (hx.const_mul (h * w₀ ^ 2 / 2))
    rw [mul_zero, mul_zero, add_zero] at t
    exact t.congr fun n => (state_from_midVel (hs n) (hs (n + 1))).2.symm
  exact hx.prodMk_nhds hv
```

## (g) A driven oscillator forgets its initial state

Let $s_n$ and $r_n$ be two trajectories driven by the same arbitrary force sequence $E_n$, with $h,g,w_0>0$. Show that

$$\lim_{n\to\infty}(s_n-r_n)=(0,0).$$

**Solution.** Subtract the component equations in (a) for the two trajectories. They are linear and $E_n$ cancels, so $d_n=s_n-r_n$ is an undriven trajectory. Apply (f) to it.

The Lean proof performs this subtraction with `a - c` and `b - d`. For simulations of a classical one-resonance polarisability under a prescribed field, the result means that the transient left by the initial dipole fades. In a solver for Maxwell's equations the dipole acts back on the field, so two runs no longer share the same $E_n$; stability of that coupled scheme needs a separate argument.

```lean
/-- Fading memory: for positive `h`, `g`, `w₀`, two trajectories driven by the same arbitrary
sequence of forces approach each other, whatever their initial states. -/
theorem driven_forgets_initial_state {h g w₀ : ℝ} (hh : 0 < h) (hg : 0 < g) (hw : 0 < w₀)
    (E : ℕ → ℝ) {s r : ℕ → ℝ × ℝ}
    (hs : ∀ n, IsMidpointStep h g w₀ (E n) (s n) (s (n + 1)))
    (hr : ∀ n, IsMidpointStep h g w₀ (E n) (r n) (r (n + 1))) :
    Tendsto (fun n => s n - r n) atTop (𝓝 (0, 0)) := by
  -- the drive cancels in the difference
  refine (unconditionally_stable hh hg hw fun n => ?_).2
  obtain ⟨a, b⟩ := (isMidpointStep_iff _ _ _ _ _ _).1 (hs n)
  obtain ⟨c, d⟩ := (isMidpointStep_iff _ _ _ _ _ _).1 (hr n)
  refine (isMidpointStep_iff _ _ _ _ _ _).2 ?_
  simp only [midVel, Prod.fst_sub, Prod.snd_sub] at *
  exact ⟨by linear_combination a - c, by linear_combination b - d⟩
```

## (h) Without damping there is no decay

Let $g=0$, $w_0>0$ and $E=0$. Show that

$$s_0\ne(0,0)\quad\Longrightarrow\quad s_n\not\to(0,0).$$

**Solution.** By (c), $U(s_n)=U(s_0)$ for all $n$. If $s_n\to(0,0)$, continuity of $U$ gives $U(s_0)=U(0,0)=0$. Then $v_0^2+w_0^2x_0^2=0$, so $v_0=0$ and $x_0=0$, contrary to the assumption.

Lean proves the constant energy by induction and compares the two limits with `tendsto_nhds_unique`. The step size $h$ may be any real number here.

```lean
/-- Damping is needed: for `g = 0`, `w₀ > 0` and no drive, a trajectory that does not start at
rest at the origin does not tend to it. -/
theorem undamped_not_tendsto {h w₀ : ℝ} (hw : 0 < w₀) {s : ℕ → ℝ × ℝ}
    (hs : ∀ n, IsMidpointStep h 0 w₀ 0 (s n) (s (n + 1))) (h0 : s 0 ≠ (0, 0)) :
    ¬ Tendsto s atTop (𝓝 (0, 0)) := by
  intro hlim
  have hconst : ∀ n, energy w₀ (s n) = energy w₀ (s 0) := by
    intro n
    induction n with
    | zero => rfl
    | succ n ih => linear_combination energy_balance (hs n) + ih
  have hcont : Continuous (fun p : ℝ × ℝ => energy w₀ p) := by
    unfold energy
    fun_prop
  have h1 : Tendsto (fun n => energy w₀ (s n)) atTop (𝓝 (energy w₀ (0, 0))) :=
    (hcont.tendsto (0, 0)).comp hlim
  -- a constant energy with limit zero is zero, which forces the origin
  have h2 : energy w₀ (s 0) = energy w₀ (0, 0) :=
    tendsto_nhds_unique (tendsto_const_nhds.congr fun n => (hconst n).symm) h1
  have h3 : (s 0).2 ^ 2 + (w₀ * (s 0).1) ^ 2 = 0 := by
    simp only [energy] at h2
    linear_combination 2 * h2
  have hv : (s 0).2 = 0 := by
    nlinarith [sq_nonneg (s 0).2, sq_nonneg (w₀ * (s 0).1)]
  have hx : w₀ * (s 0).1 = 0 := by
    nlinarith [sq_nonneg (s 0).2, sq_nonneg (w₀ * (s 0).1)]
  exact h0 (Prod.ext ((mul_eq_zero.1 hx).resolve_left hw.ne') hv)

end

end LorentzMidpoint
```

```lean
#print axioms LorentzMidpoint.isMidpointStep_iff
-- 'LorentzMidpoint.isMidpointStep_iff' depends on axioms: [propext, Classical.choice, Quot.sound]
#print axioms LorentzMidpoint.existsUnique_step
-- 'LorentzMidpoint.existsUnique_step' depends on axioms: [propext, Classical.choice, Quot.sound]
#print axioms LorentzMidpoint.driven_forgets_initial_state
-- 'LorentzMidpoint.driven_forgets_initial_state' depends on axioms: [propext, Classical.choice, Quot.sound]
#print axioms LorentzMidpoint.undamped_not_tendsto
-- 'LorentzMidpoint.undamped_not_tendsto' depends on axioms: [propext, Classical.choice, Quot.sound]
```
